# Eigenvalues of a truncated beam matrix stay within the range of the potential

For a real potential on $N$ periodic sites, take the matrix of its Fourier coefficients, defined with the prefactor $1/N$, between the beams of any nonempty set. All eigenvalues lie between the minimum and the maximum of the potential, and enlarging the set never lowers the largest eigenvalue or raises the smallest. In Bloch-wave calculations of electron diffraction, a matrix of this kind couples the beams that are kept. The bounds here concern this potential term alone, in a one-dimensional finite model without excitation errors or absorption.

Sites $x$ and beams $g$ are both elements of `ZMod N` with $N\ge 1$, so beam differences are taken modulo $N$. The character `ZMod.stdAddChar` sends $k$ to $e^{2\pi i k/N}$, and `𝔉` is the discrete Fourier transform without a prefactor.

```lean
import Mathlib

open Matrix ComplexConjugate
open scoped ComplexOrder

namespace BeamTruncation

noncomputable section

variable {N : ℕ} [NeZero N]

local notation "𝔉" => (ZMod.dft : (ZMod N → ℂ) ≃ₗ[ℂ] (ZMod N → ℂ))
```

The potential is `v : ZMod N → ℝ`, with coefficients $V(g)=\frac1N\sum_x v(x)e^{-2\pi i gx/N}$.

```lean
/-- The Fourier coefficient `V(g) = (1/N) ∑ₓ v(x) exp(-2πi g x/N)` of a real potential on
`N` periodic sites. -/
def potentialCoeff (v : ZMod N → ℝ) (g : ZMod N) : ℂ :=
  (N : ℂ)⁻¹ * ∑ x, (v x : ℂ) * ZMod.stdAddChar (-(g * x))
```

Write $M$ for the matrix over all $N$ beams, $M_{gh}=V(g-h)$.

```lean
/-- The matrix `V(g - h)` that couples all `N` beams. -/
def coupling (v : ZMod N → ℝ) : Matrix (ZMod N) (ZMod N) ℂ :=
  Matrix.of fun g h => potentialCoeff v (g - h)
```

Its restriction to $g,h$ in a beam set $S$ is $M_S$.

```lean
/-- The matrix `V(g - h)` restricted to the beams `g`, `h` in `S`. -/
def beamMatrix (v : ZMod N → ℝ) (S : Finset (ZMod N)) : Matrix S S ℂ :=
  (coupling v).submatrix Subtype.val Subtype.val
```

## (a) Hermiticity with all beams

Show that $\overline{M_{hg}}=M_{gh}$.

**Solution.** Since $v$ is real, conjugation only flips the sign in the exponent:
$$\overline{V(h-g)}=\frac1N\sum_x v(x)e^{2\pi i(h-g)x/N}=V(g-h).$$
In Lean, `AddChar.map_neg_eq_conj` makes this sign change.

```lean
/-- The coupling matrix of a real potential is Hermitian. -/
theorem coupling_isHermitian (v : ZMod N → ℝ) : (coupling v).IsHermitian := by
  ext g h
  simp only [Matrix.conjTranspose_apply, coupling, Matrix.of_apply, potentialCoeff,
    ← starRingEnd_apply, map_mul, map_sum, map_inv₀, Complex.conj_natCast, Complex.conj_ofReal]
  congr 1
  refine Finset.sum_congr rfl fun x _ => ?_
  rw [← AddChar.map_neg_eq_conj]
  congr 2
  ring
```

## (b) Hermiticity after truncation

Show that $M_S^\dagger=M_S$.

**Solution.** The identity in (a) holds for every pair $g,h$, hence for pairs in $S$.

```lean
/-- The beam matrix of a real potential is Hermitian. -/
theorem beamMatrix_isHermitian (v : ZMod N → ℝ) (S : Finset (ZMod N)) :
    (beamMatrix v S).IsHermitian :=
  (coupling_isHermitian v).submatrix _
```

For a Hermitian matrix $A$ of nonzero size, let $\lambda_{\max}(A)$ and $\lambda_{\min}(A)$ be the largest and smallest of its eigenvalues $\lambda_i$.

```lean
variable {m n : Type*} [Fintype m] [DecidableEq m] [Fintype n] {A : Matrix m m ℂ}

/-- The largest eigenvalue of a Hermitian matrix of nonzero size. -/
def highest (hA : A.IsHermitian) : ℝ := ⨆ i, hA.eigenvalues i

/-- The smallest eigenvalue of a Hermitian matrix of nonzero size. -/
def lowest (hA : A.IsHermitian) : ℝ := ⨅ i, hA.eigenvalues i
```

## (c) The quadratic form as a weighted sum

For Hermitian $A$ and any vector $x$, find weights $w_i\ge0$ with
$$x^\dagger Ax=\sum_i\lambda_i w_i,\qquad x^\dagger x=\sum_i w_i.$$

**Solution.** Expand $x=\sum_i a_iu_i$ in orthonormal eigenvectors. Then $Ax=\sum_i a_i\lambda_iu_i$ and $x^\dagger u_i=\overline{a_i}$, so $x^\dagger Ax=\sum_i\lambda_i|a_i|^2$. Replacing each $\lambda_i$ by 1 gives the squared norm, $x^\dagger x=\sum_i|a_i|^2$. Thus $w_i=|a_i|^2$. The step `gen` treats both sums at once, with general real factors `r i`.

```lean
/-- The quadratic form of a Hermitian matrix is a sum of its eigenvalues with nonnegative
weights, and these weights add up to the squared norm of the vector. -/
theorem spectral_weights (hA : A.IsHermitian) (x : m → ℂ) :
    ∃ w : m → ℝ, (∀ i, 0 ≤ w i) ∧
      star x ⬝ᵥ (A *ᵥ x) = ((∑ i, hA.eigenvalues i * w i : ℝ) : ℂ) ∧
      star x ⬝ᵥ x = ((∑ i, w i : ℝ) : ℂ) := by
  obtain ⟨a, ha⟩ : ∃ a : m → ℂ, ∀ i, a i = hA.eigenvectorBasis.repr (WithLp.toLp 2 x) i :=
    ⟨_, fun _ => rfl⟩
  -- expand in eigenvectors
  have hx : x = ∑ i, a i • (hA.eigenvectorBasis i).ofLp := by
    have h := congrArg WithLp.ofLp (hA.eigenvectorBasis.sum_repr (WithLp.toLp 2 x))
    simp only [WithLp.ofLp_sum, WithLp.ofLp_smul, ← ha] at h
    exact h.symm
  have hb : ∀ i, A *ᵥ (hA.eigenvectorBasis i).ofLp =
      hA.eigenvalues i • (hA.eigenvectorBasis i).ofLp := fun i => hA.mulVec_eigenvectorBasis i
  have hc : ∀ i, star x ⬝ᵥ (hA.eigenvectorBasis i).ofLp = conj (a i) := by
    intro i
    rw [ha, hA.eigenvectorBasis.repr_apply_apply, inner_conj_symm, dotProduct_comm]
    exact (EuclideanSpace.inner_eq_star_dotProduct _ _).symm
  have dsum : ∀ f : m → m → ℂ, star x ⬝ᵥ (∑ i, f i) = ∑ i, star x ⬝ᵥ f i := by
    intro f
    simp only [dotProduct, Finset.sum_apply, Finset.mul_sum]
    exact Finset.sum_comm
  have gen : ∀ r : m → ℝ, star x ⬝ᵥ (∑ i, a i • r i • (hA.eigenvectorBasis i).ofLp) =
      ((∑ i, r i * Complex.normSq (a i) : ℝ) : ℂ) := by
    intro r
    rw [dsum, Complex.ofReal_sum]
    refine Finset.sum_congr rfl fun i _ => ?_
    rw [dotProduct_smul, dotProduct_smul, hc, Complex.ofReal_mul,
      Complex.normSq_eq_conj_mul_self, smul_eq_mul, Complex.real_smul]
    ring
  refine ⟨fun i => Complex.normSq (a i), fun i => Complex.normSq_nonneg _, ?_, ?_⟩
  · have hAx := congrArg A.mulVecLin hx
    simp only [map_sum, map_smul, Matrix.mulVecLin_apply, hb] at hAx
    rw [hAx]
    exact gen _
  · have h := gen fun _ => 1
    simp only [one_smul, one_mul, ← hx] at h
    exact h
```

## (d) An eigenvector for each eigenvalue

For each $i$, find $c\neq0$ with $Ac=\lambda_ic$.

**Solution.** Take $c=u_i$, which has norm 1 and so is nonzero.

```lean
/-- Each eigenvalue of a Hermitian matrix has a nonzero eigenvector. -/
theorem exists_eigenvector (hA : A.IsHermitian) (i : m) :
    ∃ c : m → ℂ, c ≠ 0 ∧ A *ᵥ c = (hA.eigenvalues i : ℂ) • c :=
  ⟨(hA.eigenvectorBasis i).ofLp,
    fun h => hA.eigenvectorBasis.orthonormal.ne_zero i (PiLp.ext fun j => congrFun h j),
    (hA.mulVec_eigenvectorBasis i).trans (by ext j; simp)⟩
```

## (e) Eigenvalues of a principal submatrix

Let $e$ be an injective map of indices and $B_{ik}=A_{e(i)e(k)}$. If $Bc=\mu c$ with $c\ne0$ and $\mu$ real, show that
$$\lambda_{\min}(A)\le\mu\le\lambda_{\max}(A).$$

**Solution.** Extend $c$ by zero: $y_{e(i)}=c_i$, and $y_j=0$ elsewhere. Then
$$(Ay)_{e(i)}=\sum_k A_{e(i)e(k)}c_k=\mu y_{e(i)}.$$
At the other indices $Ay$ may be nonzero, but $y$ vanishes there, so $y^\dagger Ay=\mu\,y^\dagger y$ (`hq`). By (c), $\sum_i\lambda_iw_i=\mu\sum_iw_i$, where $\sum_iw_i=y^\dagger y>0$ (`hpos`). The left side lies between $\lambda_{\min}(A)\sum_iw_i$ and $\lambda_{\max}(A)\sum_iw_i$; divide by $\sum_iw_i$.

```lean
/-- A real eigenvalue of a principal submatrix of a Hermitian matrix lies between the extremal
eigenvalues of the whole matrix. -/
theorem eigenvalue_between (hA : A.IsHermitian) {e : n → m} (he : Function.Injective e)
    {c : n → ℂ} (hc : c ≠ 0) {μ : ℝ} (h : A.submatrix e e *ᵥ c = (μ : ℂ) • c) :
    lowest hA ≤ μ ∧ μ ≤ highest hA := by
  -- extend the eigenvector by zero to a trial vector
  obtain ⟨y, hy, h0⟩ : ∃ y : m → ℂ, (∀ i, y (e i) = c i) ∧ ∀ j ∉ Set.range e, y j = 0 :=
    ⟨Function.extend e c (0 : m → ℂ), he.extend_apply c (0 : m → ℂ),
      fun j hj => Function.extend_apply' c (0 : m → ℂ) j hj⟩
  have hAy : ∀ i, (A *ᵥ y) (e i) = μ * y (e i) := by
    intro i
    rw [hy]
    refine Eq.trans ?_ (congrFun h i)
    exact (Fintype.sum_of_injective e he (fun k => A (e i) (e k) * c k)
      (fun j => A (e i) j * y j) (fun j hj => by simp [h0 j hj]) (fun k => by simp [hy])).symm
  have hq : star y ⬝ᵥ (A *ᵥ y) = μ * (star y ⬝ᵥ y) := by
    simp only [dotProduct, Finset.mul_sum]
    refine Finset.sum_congr rfl fun j _ => ?_
    by_cases hj : j ∈ Set.range e
    · obtain ⟨i, rfl⟩ := hj
      rw [hAy]
      ring
    · simp [h0 j hj]
  obtain ⟨w, hw, hE, hn⟩ := spectral_weights hA y
  have hμ : ∑ i, hA.eigenvalues i * w i = μ * ∑ i, w i :=
    Complex.ofReal_injective (by rw [← hE, hq, hn, Complex.ofReal_mul])
  have hpos : 0 < ∑ i, w i := by
    refine (Finset.sum_nonneg fun i _ => hw i).lt_of_ne' fun hz => hc ?_
    rw [hz, Complex.ofReal_zero] at hn
    have hy0 : y = 0 := dotProduct_star_self_eq_zero.1 hn
    funext i
    rw [← hy, hy0]
    rfl
  constructor <;> refine le_of_mul_le_mul_right ?_ hpos <;> rw [← hμ, Finset.mul_sum]
  · exact Finset.sum_le_sum fun i _ => mul_le_mul_of_nonneg_right
      (ciInf_le (Set.finite_range _).bddBelow i) (hw i)
  · exact Finset.sum_le_sum fun i _ => mul_le_mul_of_nonneg_right
      (le_ciSup (Set.finite_range _).bddAbove i) (hw i)
```

## (f) Coupling as multiplication by the potential

With $\hat\varphi(g)=\sum_x e^{-2\pi igx/N}\varphi(x)$, show that
$$M\hat\varphi=\widehat{v\varphi}.$$

**Solution.** Insert the inverse transform $\varphi(x)=\frac1N\sum_h e^{2\pi ihx/N}\hat\varphi(h)$ (`inv`) and exchange the sums (`Finset.sum_comm`):
$$\widehat{v\varphi}(g)=\sum_h\Big[\frac1N\sum_x v(x)e^{-2\pi i(g-h)x/N}\Big]\hat\varphi(h)=\sum_hV(g-h)\hat\varphi(h).$$

```lean
/-- On Fourier transforms, the coupling matrix acts as multiplication by the potential. -/
theorem coupling_dft (v : ZMod N → ℝ) (φ : ZMod N → ℂ) :
    coupling v *ᵥ 𝔉 φ = 𝔉 (fun x => (v x : ℂ) * φ x) := by
  have inv : ∀ x, φ x = (N : ℂ)⁻¹ * ∑ h, ZMod.stdAddChar (h * x) * 𝔉 φ h := by
    intro x
    have h := congrFun ((𝔉).symm_apply_apply φ) x
    rw [ZMod.invDFT_apply] at h
    simpa only [smul_eq_mul] using h.symm
  ext g
  have hx : ∀ x, ZMod.stdAddChar (-(x * g)) • ((v x : ℂ) * φ x) =
      ∑ h, (N : ℂ)⁻¹ * ((v x : ℂ) * ZMod.stdAddChar (-((g - h) * x))) * 𝔉 φ h := by
    intro x
    rw [inv x]
    simp only [smul_eq_mul, Finset.mul_sum]
    refine Finset.sum_congr rfl fun h _ => ?_
    rw [show -((g - h) * x) = -(x * g) + h * x by ring, AddChar.map_add_eq_mul]
    ring
  rw [ZMod.dft_apply (fun x => (v x : ℂ) * φ x)]
  simp only [hx]
  rw [Finset.sum_comm]
  simp only [Matrix.mulVec, dotProduct, coupling, Matrix.of_apply, potentialCoeff,
    Finset.mul_sum, Finset.sum_mul]
```

## (g) Eigenvalues with all beams

Show that for each eigenvalue $\lambda_i$ of $M$ there is a site $x$ with $v(x)=\lambda_i$.

**Solution.** Write the eigenvector from (d) as $c=\hat\varphi$, with $\varphi\neq0$. By (f), $\widehat{v\varphi}=\lambda_i\hat\varphi$. The transform is injective, so $v(x)\varphi(x)=\lambda_i\varphi(x)$ at every site. Choose $x$ with $\varphi(x)\ne0$ and cancel.

```lean
/-- With all `N` beams included, each eigenvalue is the value of the potential at some site. -/
theorem eigenvalue_all_beams (v : ZMod N → ℝ) (i : ZMod N) :
    ∃ x, v x = (coupling_isHermitian v).eigenvalues i := by
  obtain ⟨c, hc, h⟩ := exists_eigenvector (coupling_isHermitian v) i
  obtain ⟨φ, rfl⟩ := (𝔉).surjective c
  rw [coupling_dft, ← map_smul] at h
  have h' := (𝔉).injective h
  -- compare both sides at a site where the wave does not vanish
  obtain ⟨x, hx⟩ : ∃ x, φ x ≠ 0 := by
    by_contra! h0
    exact hc (by rw [show φ = 0 from funext h0, map_zero])
  exact ⟨x, Complex.ofReal_injective (mul_right_cancel₀ hx (congrFun h' x))⟩
```

## (h) The range for any beam set

Show that every eigenvalue $\lambda_i$ of $M_S$ satisfies
$$\min_x v(x)\le\lambda_i\le\max_x v(x).$$

**Solution.** Apply (e) with $A=M$ and $e$ the inclusion of $S$ in all beams. By (g), $\lambda_{\min}(M)$ and $\lambda_{\max}(M)$ are values of $v$, so they lie in this range. Lean writes the minimum and maximum as `⨅ x, v x` and `⨆ x, v x`.

```lean
/-- Every eigenvalue of the beam matrix lies between the minimum and the maximum of the
potential. -/
theorem eigenvalue_mem_Icc (v : ZMod N → ℝ) (S : Finset (ZMod N)) (i : S) :
    (beamMatrix_isHermitian v S).eigenvalues i ∈ Set.Icc (⨅ x, v x) (⨆ x, v x) := by
  obtain ⟨c, hc, h⟩ := exists_eigenvector (beamMatrix_isHermitian v S) i
  have hb := eigenvalue_between (coupling_isHermitian v) Subtype.val_injective hc h
  constructor
  · exact hb.1.trans' (le_ciInf fun j => (eigenvalue_all_beams v j).elim fun x hx =>
      hx ▸ ciInf_le (Set.finite_range v).bddBelow x)
  · exact hb.2.trans (ciSup_le fun j => (eigenvalue_all_beams v j).elim fun x hx =>
      hx ▸ le_ciSup (Set.finite_range v).bddAbove x)
```

## (i) Enlarging the beam set

For nonempty $S\subseteq T$, show that
$$\lambda_{\max}(M_S)\le\lambda_{\max}(M_T),\qquad \lambda_{\min}(M_T)\le\lambda_{\min}(M_S).$$

**Solution.** Apply (e) with $A=M_T$ and $e$ the inclusion of $S$ in $T$. Every eigenvalue of $M_S$ then lies between $\lambda_{\min}(M_T)$ and $\lambda_{\max}(M_T)$ (`trial`), in particular the largest and the smallest. An empty $S$ has no eigenvalues, and Lean would assign it the extremes 0, which can violate the inequalities.

```lean
/-- Enlarging a nonempty beam set never lowers the largest eigenvalue and never raises the
smallest one. -/
theorem extremes_monotone (v : ZMod N → ℝ) {S T : Finset (ZMod N)}
    (hS : S.Nonempty) (hST : S ⊆ T) :
    highest (beamMatrix_isHermitian v S) ≤ highest (beamMatrix_isHermitian v T) ∧
      lowest (beamMatrix_isHermitian v T) ≤ lowest (beamMatrix_isHermitian v S) := by
  have : Nonempty S := hS.to_subtype
  have trial : ∀ i, lowest (beamMatrix_isHermitian v T) ≤
      (beamMatrix_isHermitian v S).eigenvalues i ∧
      (beamMatrix_isHermitian v S).eigenvalues i ≤ highest (beamMatrix_isHermitian v T) := by
    intro i
    obtain ⟨c, hc, h⟩ := exists_eigenvector (beamMatrix_isHermitian v S) i
    exact eigenvalue_between (beamMatrix_isHermitian v T)
      (e := fun g : S => (⟨g.1, hST g.2⟩ : T))
      (fun a b hab => by
        have h1 := congrArg (fun t : T => t.1) hab
        exact Subtype.ext h1) hc h
  exact ⟨ciSup_le fun i => (trial i).2, le_ciInf fun i => (trial i).1⟩

end

end BeamTruncation
```

```lean
#print axioms BeamTruncation.beamMatrix_isHermitian
-- 'BeamTruncation.beamMatrix_isHermitian' depends on axioms: [propext, Classical.choice, Quot.sound]
#print axioms BeamTruncation.eigenvalue_mem_Icc
-- 'BeamTruncation.eigenvalue_mem_Icc' depends on axioms: [propext, Classical.choice, Quot.sound]
#print axioms BeamTruncation.extremes_monotone
-- 'BeamTruncation.extremes_monotone' depends on axioms: [propext, Classical.choice, Quot.sound]
```
